# The exact error of Lagrange interpolation in energy for a finite-basis Green function

Take a single level at energy 0, whose Green function is G(z) = 1/z, and compute it at the two reference energies −1 and 1. The straight line through these two values takes the value e at the energy e. At e = 0.1 it returns 0.1, while the true value is 10. The interpolation is perfect at both reference energies, and that agreement gives no warning of what happens between them. A set of waves computed at a few reference energies has the same problem when it is used to build the wave at another energy: agreement at the reference energies doesn't show where else in the energy window the construction is good.

For finite matrices the error has a closed form, derived here with a general overlap matrix, such as that of non-orthogonal atomic orbitals or that of the overlap operator in ultrasoft and projector augmented-wave methods. For non-interacting electrons, it applies to downfolding when the eliminated and retained blocks have no mutual overlap: for a fixed retained component, the eliminated component is then the Green function G(e) of the eliminated block acting on a coupling vector that doesn't depend on e.

## Green function, weights and ordered product

The basis functions are labelled by a finite type `n`, so operators are complex square matrices and waves are vectors of coefficients.

```lean
import Mathlib

open Matrix

namespace MultiReferencePartialWaves

variable {n : Type*} [Fintype n] [DecidableEq n]
```

Let H be the Hamiltonian matrix and S the overlap matrix. The Green function at a complex energy z is

    G(z) = (zS − H)⁻¹.

```lean
/-- The Green function `G(z) = (z S - H)⁻¹` of a Hamiltonian `H` in a basis with overlap `S`,
meant for energies `z` at which `z S - H` is invertible. -/
noncomputable def green (S H : Matrix n n ℂ) (z : ℂ) : Matrix n n ℂ :=
  (z • S - H)⁻¹
```

Neither matrix is assumed Hermitian, and S is not assumed positive. What the theorems do assume is that zS − H is invertible at each energy used, written `IsUnit (e • S - H)` for the target energy e. Physically, no such energy is an eigenvalue of the generalised problem Hψ = zSψ.

The reference energies are ε_0, …, ε_{m−1}, with m = 0 allowed. Their Lagrange weights at e are

    L_i(e) = ∏_{j<m, j≠i} (e − ε_j)/(ε_i − ε_j).

```lean
/-- The Lagrange basis polynomial of the reference energy `ε i` among `ε 0, ..., ε (m - 1)`,
evaluated at the energy `e`; meant for distinct reference energies. -/
noncomputable def weight (ε : ℕ → ℂ) (m i : ℕ) (e : ℂ) : ℂ :=
  (Lagrange.basis (Finset.range m) ε i).eval e
```

In Lean, `ε` is an infinite sequence of which only the first `m` entries matter. Their distinctness is the hypothesis `Set.InjOn ε (Finset.range m)`.

The error will contain the product

    C_m = S G(ε_0) S G(ε_1) ⋯ S G(ε_{m−1}),    C_0 = 1.

```lean
/-- The ordered product `S G(ε 0) S G(ε 1) ⋯ S G(ε (m - 1))` over the reference energies. -/
noncomputable def chain (S H : Matrix n n ℂ) (ε : ℕ → ℂ) (m : ℕ) : Matrix n n ℂ :=
  ((List.range m).map fun i => S * green S H (ε i)).prod
```

One more reference energy adds one factor on the right:

    C_{m+1} = C_m S G(ε_m).

```lean
/-- One more reference energy appends one factor `S G` to the ordered product. -/
theorem chain_succ (S H : Matrix n n ℂ) (ε : ℕ → ℂ) (m : ℕ) :
    chain S H ε (m + 1) = chain S H ε m * (S * green S H (ε m)) := by
  simp [chain, List.range_succ]
```

## Two energies: the resolvent identity

For energies a and b, put A = aS − H and B = bS − H. Then B − A = (b − a)S, since H cancels, and

    G(a) − G(b) = A⁻¹BB⁻¹ − A⁻¹AB⁻¹
                = A⁻¹(B − A)B⁻¹
                = (b − a) G(a) S G(b).

```lean
/-- The resolvent identity with overlap: `G(a) - G(b) = (b - a) G(a) S G(b)`. -/
theorem resolvent_identity {S H : Matrix n n ℂ} {a b : ℂ}
    (ha : IsUnit (a • S - H)) (hb : IsUnit (b • S - H)) :
    green S H a - green S H b = (b - a) • (green S H a * S * green S H b) := by
  unfold green
  have h1 := Matrix.nonsing_inv_mul _ ((Matrix.isUnit_iff_isUnit_det _).mp ha)
  have h2 := Matrix.mul_nonsing_inv _ ((Matrix.isUnit_iff_isUnit_det _).mp hb)
  have hS : (b - a) • S = (b • S - H) - (a • S - H) := by module
  have key : ∀ A B X Y : Matrix n n ℂ, X * (B * Y) - (X * A) * Y = X * (B - A) * Y := by
    intro A B X Y
    noncomm_ring
  calc (a • S - H)⁻¹ - (b • S - H)⁻¹
      = (a • S - H)⁻¹ * ((b • S - H) * (b • S - H)⁻¹)
        - ((a • S - H)⁻¹ * (a • S - H)) * (b • S - H)⁻¹ := by
        rw [h1, h2, mul_one, one_mul]
    _ = (a • S - H)⁻¹ * ((b • S - H) - (a • S - H)) * (b • S - H)⁻¹ := key _ _ _ _
    _ = (b - a) • ((a • S - H)⁻¹ * S * (b • S - H)⁻¹) := by
        rw [← hS, Matrix.mul_smul, Matrix.smul_mul]
```

The `calc` block follows these lines. `h1` and `h2` supply A⁻¹A = 1 and BB⁻¹ = 1, `key` does the non-commutative factoring, and `hS` replaces B − A by (b − a)S.

## How the weights change when an energy is added

Write L'_i for the weights belonging to the m + 1 energies ε_0, …, ε_m. For an old index i < m, the product defining the weight gains exactly one factor:

    L'_i(e) = L_i(e) (e − ε_m)/(ε_i − ε_m).

```lean
/-- A new reference energy `ε m` multiplies each old weight by `(e - ε m) / (ε i - ε m)`. -/
theorem weight_succ (ε : ℕ → ℂ) (e : ℂ) {m i : ℕ} (hi : i < m) :
    weight ε (m + 1) i e = weight ε m i e * ((e - ε m) / (ε i - ε m)) := by
  have hm : m ∉ (Finset.range m).erase i := by simp
  have hmi : m ≠ i := by omega
  unfold weight Lagrange.basis
  rw [Finset.range_add_one, Finset.erase_insert_of_ne hmi, Finset.prod_insert hm,
    Polynomial.eval_mul]
  simp only [Lagrange.basisDivisor, Polynomial.eval_mul, Polynomial.eval_C,
    Polynomial.eval_sub, Polynomial.eval_X]
  ring
```

The proof splits the factor for ε_m off the product over the other energies and evaluates it at e.

## The error for any number of reference energies

Let R_m be the error of the interpolated Green function:

    R_m = G(e) − Σ_{i<m} L_i(e) G(ε_i).

The claim is

    R_m = (−1)^m ∏_{i<m} (e − ε_i) · G(e) C_m.

For m = 0 the sum is empty and both sides are G(e). For the step from m to m + 1, note first that the new weights sum to one, because they interpolate the constant 1 exactly. Hence L'_m(e) = 1 − Σ_{i<m} L'_i(e), and

    R_{m+1} = [G(e) − G(ε_m)] − Σ_{i<m} L'_i(e) [G(ε_i) − G(ε_m)].

The resolvent identity turns the first bracket into

    G(e) − G(ε_m) = (ε_m − e) G(e) S G(ε_m).

In each term of the sum, the denominator of the new weight cancels against the energy difference from the resolvent identity:

    L'_i(e) [G(ε_i) − G(ε_m)]
      = L_i(e) (e − ε_m)/(ε_i − ε_m) · (ε_m − ε_i) G(ε_i) S G(ε_m)
      = (ε_m − e) L_i(e) G(ε_i) S G(ε_m).

Every term now carries the same prefactor and the same right-hand factor, so

    R_{m+1} = (ε_m − e) R_m S G(ε_m).

Inserting the claim for R_m adds one sign, one factor e − ε_m and one factor S G(ε_m), which is the claim for m + 1.

```lean
/-- The error of the Green function interpolated from `m` distinct reference energies is
`(-1)^m ∏ (e - ε i)` times the ordered product `G(e) S G(ε 0) ⋯ S G(ε (m - 1))`. -/
theorem interpolation_error {S H : Matrix n n ℂ} {ε : ℕ → ℂ} {e : ℂ} {m : ℕ}
    (he : IsUnit (e • S - H)) (hε : ∀ i < m, IsUnit (ε i • S - H))
    (hinj : Set.InjOn ε (Finset.range m)) :
    green S H e - ∑ i ∈ Finset.range m, weight ε m i e • green S H (ε i)
      = ((-1) ^ m * ∏ i ∈ Finset.range m, (e - ε i)) • (green S H e * chain S H ε m) := by
  induction m with
  | zero => simp [chain]
  | succ m ih =>
    have ih' := ih (fun i hi => hε i (by omega))
      (hinj.mono (Finset.coe_subset.mpr (Finset.range_mono (Nat.le_succ m))))
    have ha := hε m (Nat.lt_succ_self m)
    -- the weights sum to one
    have hw : ∑ i ∈ Finset.range (m + 1), weight ε (m + 1) i e = 1 := by
      have h := congrArg (Polynomial.eval e)
        (Lagrange.sum_basis hinj ⟨0, Finset.mem_range.mpr (Nat.succ_pos m)⟩)
      rw [Polynomial.eval_finsetSum, Polynomial.eval_one] at h
      exact h
    rw [Finset.sum_range_succ] at hw
    -- the resolvent identity for each old reference energy
    have hterm : ∀ i ∈ Finset.range m,
        weight ε (m + 1) i e • (green S H (ε i) - green S H (ε m))
          = (ε m - e) • ((weight ε m i e • green S H (ε i)) * (S * green S H (ε m))) := by
      intro i hi
      have hi' := Finset.mem_range.mp hi
      have hne : ε i - ε m ≠ 0 := by
        intro h
        have := hinj (by simp; omega) (by simp) (sub_eq_zero.mp h)
        omega
      have hq : (e - ε m) / (ε i - ε m) * (ε m - ε i) = ε m - e := by
        rw [div_mul_eq_mul_div, div_eq_iff hne]
        ring
      rw [weight_succ ε e hi', resolvent_identity (hε i (by omega)) ha, smul_mul_assoc,
        smul_smul, smul_smul, Matrix.mul_assoc]
      congr 1
      linear_combination weight ε m i e * hq
    calc green S H e - ∑ i ∈ Finset.range (m + 1), weight ε (m + 1) i e • green S H (ε i)
        = (green S H e - green S H (ε m)) - ∑ i ∈ Finset.range m,
            weight ε (m + 1) i e • (green S H (ε i) - green S H (ε m)) := by
          rw [Finset.sum_range_succ]
          simp only [smul_sub, Finset.sum_sub_distrib, ← Finset.sum_smul]
          rw [eq_sub_of_add_eq hw]
          module
      _ = (ε m - e) • ((green S H e - ∑ i ∈ Finset.range m,
            weight ε m i e • green S H (ε i)) * (S * green S H (ε m))) := by
          rw [Finset.sum_congr rfl hterm, resolvent_identity he ha, ← Finset.smul_sum,
            ← Finset.sum_mul, sub_mul, smul_sub, Matrix.mul_assoc]
      _ = _ := by
          rw [ih', chain_succ, Finset.prod_range_succ, smul_mul_assoc, smul_smul,
            Matrix.mul_assoc]
          congr 1
          ring
```

Here `hw` is the sum rule for the weights and `hterm` is the cancellation in each term; distinctness enters both. The three steps of the final `calc` are the regrouping with the sum rule, the extraction of the common factors, and the use of the induction hypothesis `ih'`.

In the opening example, with e = 0.1, the formula gives (0.1 + 1)(0.1 − 1) · 10 · (−1) · 1 = 9.9, which is the discrepancy found there. The large factor is G(e) itself.

## Orthonormal basis

With S = 1 the overlap factors disappear:

    G(e) − Σ_{i<m} L_i(e) G(ε_i) = (−1)^m ∏_{i<m} (e − ε_i) · G(e) G(ε_0) ⋯ G(ε_{m−1}).

```lean
/-- In an orthonormal basis the interpolation error of the Green function is
`(-1)^m ∏ (e - ε i) G(e) ∏ G(ε i)`. -/
theorem interpolation_error_orthonormal {H : Matrix n n ℂ} {ε : ℕ → ℂ} {e : ℂ} {m : ℕ}
    (he : IsUnit (e • 1 - H)) (hε : ∀ i < m, IsUnit (ε i • 1 - H))
    (hinj : Set.InjOn ε (Finset.range m)) :
    green 1 H e - ∑ i ∈ Finset.range m, weight ε m i e • green 1 H (ε i)
      = ((-1) ^ m * ∏ i ∈ Finset.range m, (e - ε i)) •
        (green 1 H e * ((List.range m).map fun i => green 1 H (ε i)).prod) := by
  have h := interpolation_error he hε hinj
  simp only [chain, one_mul] at h
  exact h
```

## Partial waves driven by a fixed source

From here on, b denotes a source vector and no longer an energy. The partial wave at energy z is G(z)b, the solution ψ of (zS − H)ψ = b. It is a response in a finite basis, not a radial solution on a grid, and b is the same at all energies. Applying both sides of the error formula to b gives

    G(e)b − Σ_{i<m} L_i(e) G(ε_i)b = (−1)^m ∏_{i<m} (e − ε_i) · G(e) C_m b.

```lean
/-- The error made by interpolating the partial wave `G(e) b` from the reference partial waves
`G(ε i) b`. -/
theorem partialWave_error {S H : Matrix n n ℂ} {ε : ℕ → ℂ} {e : ℂ} {m : ℕ}
    (he : IsUnit (e • S - H)) (hε : ∀ i < m, IsUnit (ε i • S - H))
    (hinj : Set.InjOn ε (Finset.range m)) (b : n → ℂ) :
    green S H e *ᵥ b - ∑ i ∈ Finset.range m, weight ε m i e • (green S H (ε i) *ᵥ b)
      = ((-1) ^ m * ∏ i ∈ Finset.range m, (e - ε i)) •
        ((green S H e * chain S H ε m) *ᵥ b) := by
  have hsum : (∑ i ∈ Finset.range m, weight ε m i e • green S H (ε i)) *ᵥ b
      = ∑ i ∈ Finset.range m, (weight ε m i e • green S H (ε i)) *ᵥ b :=
    map_sum (Matrix.mulVec.addMonoidHomLeft b) _ _
  have h := congrArg (fun M => M *ᵥ b) (interpolation_error he hε hinj)
  simpa only [Matrix.sub_mulVec, hsum, Matrix.smul_mulVec] using h
```

The proof applies the matrix identity to b and distributes the product over the sum.

Now suppose that S is invertible and b ≠ 0. Every factor of G(e)C_m is then invertible, so G(e)C_m b ≠ 0. The error can vanish only through its scalar prefactor:

    ∏_{i<m} (e − ε_i) = 0   if and only if   e = ε_i for some i < m.

The interpolated wave is therefore exact at the reference energies and at no other admissible energy.

```lean
/-- For an invertible overlap and a nonzero source `b`, the interpolated partial wave equals
`G(e) b` exactly when `e` is one of the reference energies. -/
theorem partialWave_exact_iff {S H : Matrix n n ℂ} {ε : ℕ → ℂ} {e : ℂ} {m : ℕ}
    (hS : IsUnit S) (he : IsUnit (e • S - H)) (hε : ∀ i < m, IsUnit (ε i • S - H))
    (hinj : Set.InjOn ε (Finset.range m)) {b : n → ℂ} (hb : b ≠ 0) :
    green S H e *ᵥ b = ∑ i ∈ Finset.range m, weight ε m i e • (green S H (ε i) *ᵥ b)
      ↔ ∃ i < m, e = ε i := by
  -- the ordered product of Green functions is invertible
  have hch : ∀ k ≤ m, IsUnit (chain S H ε k) := by
    intro k
    induction k with
    | zero => intro _; simp [chain]
    | succ k ih =>
      intro hk
      rw [chain_succ]
      exact (ih (by omega)).mul
        (hS.mul (Matrix.isUnit_nonsing_inv_iff.mpr (hε k (by omega))))
  obtain ⟨u, hu⟩ := (Matrix.isUnit_nonsing_inv_iff.mpr he).mul (hch m le_rfl)
  have hne : (green S H e * chain S H ε m) *ᵥ b ≠ 0 := by
    intro hz
    apply hb
    calc b = ((↑u⁻¹ : Matrix n n ℂ) * (u : Matrix n n ℂ)) *ᵥ b := by
          rw [Units.inv_mul, Matrix.one_mulVec]
      _ = (↑u⁻¹ : Matrix n n ℂ) *ᵥ ((green S H e * chain S H ε m) *ᵥ b) := by
          rw [← Matrix.mulVec_mulVec, hu]
          rfl
      _ = 0 := by rw [hz, Matrix.mulVec_zero]
  rw [← sub_eq_zero, partialWave_error he hε hinj b, smul_eq_zero, or_iff_left hne]
  simp [Finset.prod_eq_zero_iff, sub_eq_zero]
```

`hch` builds the invertibility of the ordered product one factor at a time, and `hne` multiplies by the inverse to show that a vanishing image would force b = 0.

The equivalence concerns the Lagrange weights, not the whole span of the reference waves. If S = 1 and b is an eigenvector of H, all the waves G(z)b are parallel, and one reference wave with a suitably fitted coefficient reproduces any other.

Invertibility of S is needed for the "only if" half. Take

    S = diag(1, 0),   H = diag(0, −1),   b = (0, 1).

Then zS − H = diag(z, 1), which is invertible for every z ≠ 0, and G(z)b = b at all these energies. With the single reference energy ε_0 = 1 the weight is L_0 = 1, so the interpolated wave is exact at e = 2 although 2 is not a reference energy. Here the response b lies in the null space of S, so the term zS doesn't act on it. The example is purely algebraic: a null vector of a true overlap matrix represents the zero function, so H would annihilate it too and zS − H would not be invertible at any z.

## A bound in operator norm

Taking norms in the error formula, and using ‖XY‖ ≤ ‖X‖‖Y‖ for matrices X and Y once per factor, gives

    ‖R_m‖ ≤ ∏_{i<m} |e − ε_i| · ‖G(e)‖ ∏_{i<m} ‖S G(ε_i)‖.

The norm of a matrix is its largest singular value, so errors are measured by the length of the coefficient vector. In a basis that isn't orthonormal, this length need not be the norm of the wave function that the coefficients represent. The bound also contains ‖G(e)‖, the norm of the quantity being approximated, so it is not an estimate from reference data alone. In the proof, `hc` removes the sign from the prefactor and `hch` bounds the ordered product by induction.

```lean
open scoped Matrix.Norms.L2Operator in
/-- In operator norm the interpolation error is at most
`∏ |e - ε i|` times `‖G(e)‖ ∏ ‖S G(ε i)‖`. -/
theorem interpolation_error_norm_le {S H : Matrix n n ℂ} {ε : ℕ → ℂ} {e : ℂ} {m : ℕ}
    (he : IsUnit (e • S - H)) (hε : ∀ i < m, IsUnit (ε i • S - H))
    (hinj : Set.InjOn ε (Finset.range m)) :
    ‖green S H e - ∑ i ∈ Finset.range m, weight ε m i e • green S H (ε i)‖
      ≤ (∏ i ∈ Finset.range m, ‖e - ε i‖) *
        (‖green S H e‖ * ∏ i ∈ Finset.range m, ‖S * green S H (ε i)‖) := by
  have hc : ‖(-1 : ℂ) ^ m * ∏ i ∈ Finset.range m, (e - ε i)‖
      = ∏ i ∈ Finset.range m, ‖e - ε i‖ := by
    simp [norm_prod]
  have hch : ∀ k, ‖green S H e * chain S H ε k‖
      ≤ ‖green S H e‖ * ∏ i ∈ Finset.range k, ‖S * green S H (ε i)‖ := by
    intro k
    induction k with
    | zero => simp [chain]
    | succ k ih =>
      calc ‖green S H e * chain S H ε (k + 1)‖
          = ‖(green S H e * chain S H ε k) * (S * green S H (ε k))‖ := by
            rw [chain_succ, Matrix.mul_assoc]
        _ ≤ ‖green S H e * chain S H ε k‖ * ‖S * green S H (ε k)‖ := norm_mul_le _ _
        _ ≤ (‖green S H e‖ * ∏ i ∈ Finset.range k, ‖S * green S H (ε i)‖)
              * ‖S * green S H (ε k)‖ := mul_le_mul_of_nonneg_right ih (norm_nonneg _)
        _ = _ := by rw [Finset.prod_range_succ, mul_assoc]
  rw [interpolation_error he hε hinj]
  refine (norm_smul_le _ _).trans ?_
  rw [hc]
  exact mul_le_mul_of_nonneg_left (hch m) (Finset.prod_nonneg fun _ _ => norm_nonneg _)

end MultiReferencePartialWaves
```

```lean
#print axioms MultiReferencePartialWaves.interpolation_error_orthonormal
-- 'MultiReferencePartialWaves.interpolation_error_orthonormal' depends on axioms: [propext, Classical.choice, Quot.sound]
#print axioms MultiReferencePartialWaves.partialWave_exact_iff
-- 'MultiReferencePartialWaves.partialWave_exact_iff' depends on axioms: [propext, Classical.choice, Quot.sound]
#print axioms MultiReferencePartialWaves.interpolation_error_norm_le
-- 'MultiReferencePartialWaves.interpolation_error_norm_le' depends on axioms: [propext, Classical.choice, Quot.sound]
```
